# For a differentiable energy, the forces sum to zero at every configuration exactly when the energy is translation invariant

Q: After an LAPW force calculation I add up the forces on all atoms in the cell and look at how far the sum is from zero. I read a clear residue as a sign that something is wrong. What does that check rest on?

A: On an equivalence. Let E be a real function of N atomic positions in three-dimensional space, differentiable everywhere, and let the force on an atom be minus the gradient of E with respect to its position. Then the forces sum to zero at every configuration if and only if E is unchanged when all atoms are translated together. So a nonzero sum means that the computed energy depends on where the crystal sits, for instance relative to a fixed integration grid, or that the printed forces are not the gradients of that energy.

Q: Show me the argument by hand before any code.

A: Write x for a configuration, xᵢ for the position of atom i, and x ⊕ t for the configuration in which the vector t has been added to every position. The force on atom i and the net force are

Fᵢ(x) = −∇ᵢE(x),  F(x) = Σᵢ Fᵢ(x).

If each atom i is displaced along a vector vᵢ, the chain rule gives the derivative of E as

DE(x)[v] = Σᵢ ∇ᵢE(x)·vᵢ = −Σᵢ Fᵢ(x)·vᵢ.

For a common displacement every vᵢ equals t, so

DE(x)[t, …, t] = −F(x)·t.

Now follow the energy along the shift, φ(s) = E(x ⊕ st). Its derivative is

φ′(s) = −F(x ⊕ st)·t.

By the mean value theorem there is an s between 0 and 1 with

E(x ⊕ t) − E(x) = φ(1) − φ(0) = −F(x ⊕ st)·t.

If F vanishes everywhere, the right-hand side is zero and E is invariant. Conversely, if E is invariant, φ is constant, and φ′(0) = 0 says that F(x)·t = 0. This holds for every t, in particular for t = F(x), so |F(x)|² = 0.

Q: That I accept. My doubt is whether the formal version talks about the same objects. What is a configuration there?

A: A function that assigns a point of Euclidean 3-space to each of N labels, which run from 0 to N − 1.

```lean
import Mathlib

open Finset

namespace NetForceTranslation

noncomputable section

/-- Physical space, three-dimensional and Euclidean. -/
abbrev Space := EuclideanSpace ℝ (Fin 3)

/-- A configuration: the positions of `N` atoms. -/
abbrev Config (N : ℕ) := Fin N → Space
```

For a crystal, these are the N atoms of one cell with the lattice vectors held fixed, and moving an atom moves its periodic images with it.

Q: And the force? Some codes print a Hellmann–Feynman term and call it the force.

A: Here it is the true derivative of the given energy. `Function.update x i r` is the configuration x with atom i moved to r and all others left in place, and `force` is minus the gradient of the energy in r, taken at r = xᵢ.

```lean
variable {N : ℕ} {E : Config N → ℝ}

/-- The force on atom `i`: minus the gradient of the energy with respect to the position
of that atom, all other atoms being held fixed. -/
def force (E : Config N → ℝ) (x : Config N) (i : Fin N) : Space :=
  -gradient (fun r : Space => E (Function.update x i r)) (x i)
```

In LAPW the basis functions depend on the atomic positions, so the Hellmann–Feynman term alone is in general not this gradient. The corrections for the basis have to be included before the theorem says anything about the printed numbers.

The net force and the common translation are as in the derivation, with `shift x t` for x ⊕ t.

```lean
/-- The net force: the sum of the forces on all atoms. -/
def netForce (E : Config N → ℝ) (x : Config N) : Space := ∑ i, force E x i

/-- The common translation of all atoms by the vector `t`. -/
def shift (x : Config N) (t : Space) : Config N := fun i => x i + t
```

Q: What is assumed about E?

A: Only `Differentiable ℝ E`: E has a derivative at every configuration. Nothing is said about how E was obtained, and the derivative need not be continuous.

Q: At every configuration? The repulsion of two nuclei diverges when they meet, and muffin-tin spheres must not overlap.

A: That is the main idealisation. A real total energy meets the hypothesis only after it has been smoothed or extended at such configurations. The damage is limited, because a common translation leaves all interatomic separations alone, and the argument by hand visits only the configurations x ⊕ st. It therefore also works for an energy that is differentiable on an open set of configurations closed under common translations, though the code below doesn't state that version.

Q: Would anything go wrong if I left differentiability out?

A: Yes. Lean assigns the gradient zero where none exists, so for a single atom an energy that jumps across a plane and is constant on either side would have zero force everywhere without being invariant. Differentiability everywhere except on one plane is thus not enough.

Q: Then take me through the proof. Where is the chain rule?

A: In the first lemma, which treats one atom. It says that Fᵢ(x)·v is minus the derivative of E when only atom i is displaced along v; `inner ℝ a b` is the dot product, and `Pi.single i v` is the displacement with v in slot i and zero elsewhere.

```lean
/-- For a differentiable energy, the dot product of the force on atom `i` with `v` is minus the
derivative of the energy when only that atom is displaced along `v`. -/
theorem inner_force (hE : Differentiable ℝ E) (x : Config N) (i : Fin N) (v : Space) :
    inner ℝ (force E x i) v = -fderiv ℝ E x (Pi.single i v) := by
  let L : Space →L[ℝ] Config N := ContinuousLinearMap.single ℝ (fun _ => Space) i
  have hL : ∀ r, L r = Pi.single i r := fun r => rfl
  -- moving one atom is an affine map into configuration space
  have hupd : (fun r : Space => Function.update x i r) = fun r => (x - L (x i)) + L r := by
    funext r j
    by_cases hj : j = i
    · subst hj
      simp [hL]
    · simp [hL, hj]
  have h1 : HasFDerivAt (fun r : Space => Function.update x i r) L (x i) := by
    rw [hupd]
    exact L.hasFDerivAt.const_add _
  have h2 : HasFDerivAt E (fderiv ℝ E x) (Function.update x i (x i)) := by
    rw [Function.update_eq_self]
    exact (hE x).hasFDerivAt
  have h3 : HasFDerivAt (fun r : Space => E (Function.update x i r))
      ((fderiv ℝ E x).comp L) (x i) := h2.comp (x i) h1
  unfold force gradient
  rw [inner_neg_left, InnerProductSpace.toDual_symm_apply, h3.fderiv]
  rfl
```

The map `L` puts a vector into slot i. The step `hupd` shows that moving one atom is a constant plus `L r`, so its derivative is `L` (`h1`). The chain rule then gives the derivative of the one-atom energy (`h3`), and `InnerProductSpace.toDual_symm_apply` turns the gradient, dotted with v, back into that derivative.

Q: Next you sum over the atoms.

A: Yes. The common displacement is the sum of the single-atom displacements, which is `hsum`, and the derivative is linear. This gives DE(x)[t, …, t] = −F(x)·t.

```lean
/-- For a differentiable energy, the dot product of the net force with `t` is minus the derivative
of the energy when all atoms are displaced together along `t`. -/
theorem inner_netForce (hE : Differentiable ℝ E) (x : Config N) (t : Space) :
    inner ℝ (netForce E x) t = -fderiv ℝ E x (fun _ => t) := by
  have hsum : (∑ i, Pi.single i t : Config N) = fun _ => t :=
    Finset.univ_sum_single (fun _ : Fin N => t)
  rw [← hsum, map_sum, netForce, sum_inner, ← Finset.sum_neg_distrib]
  exact Finset.sum_congr rfl fun i _ => inner_force hE x i t
```

Then comes φ′(s). The step `hpath` says that every atom moves with velocity u along the path s ↦ x ⊕ su, and the chain rule does the rest.

```lean
/-- As all atoms are moved together with velocity `u`, a differentiable energy changes at a rate
equal to minus the dot product of the net force with `u`. -/
theorem hasDerivAt_shift (hE : Differentiable ℝ E) (x : Config N) (u : Space) (s : ℝ) :
    HasDerivAt (fun s : ℝ => E (shift x (s • u)))
      (-inner ℝ (netForce E (shift x (s • u))) u) s := by
  have hpath : HasDerivAt (fun s : ℝ => shift x (s • u)) (fun _ => u) s := by
    refine hasDerivAt_pi.2 fun i => ?_
    have h := ((hasDerivAt_id' s).smul_const u).const_add (x i)
    rw [one_smul] at h
    exact h
  rw [inner_netForce hE, neg_neg]
  exact (hE (shift x (s • u))).hasFDerivAt.comp_hasDerivAt s hpath
```

Q: And the mean value theorem?

A: It is `exists_hasDerivAt_eq_slope`, applied on the interval from 0 to 1. The result reads as a statement about work: the energy change under the shift t is minus the work that the net force, frozen at its value at some intermediate shift, does along t.

```lean
/-- The change of a differentiable energy under a common translation `t` is minus the work
that the net force, taken at some intermediate translation, does along `t`. -/
theorem energy_shift_eq_work (hE : Differentiable ℝ E) (x : Config N) (t : Space) :
    ∃ s ∈ Set.Ioo (0 : ℝ) 1,
      E (shift x t) - E x = -inner ℝ (netForce E (shift x (s • t))) t := by
  obtain ⟨s, hs, h⟩ := exists_hasDerivAt_eq_slope
    (fun s : ℝ => E (shift x (s • t)))
    (fun s : ℝ => -inner ℝ (netForce E (shift x (s • t))) t) zero_lt_one
    (fun s _ => (hasDerivAt_shift hE x t s).continuousAt.continuousWithinAt)
    (fun s _ => hasDerivAt_shift hE x t s)
  have h0 : shift x ((0 : ℝ) • t) = x := by
    funext i
    simp [shift]
  simp only [h0, one_smul, sub_zero, div_one] at h
  exact ⟨s, hs, h.symm⟩
```

Q: Before the main theorem I see a statement with a constant g. What does it stand for physically?

A: For a uniform pull on the system as a whole, such as the force of a homogeneous electric field on a set of ions with nonzero total charge. The statement says that F(x)·u = g at every configuration if and only if

E(x ⊕ su) = E(x) − s g

for every x and every real s. The vector u need not have unit length. For u ≠ 0 the component of the net force along u is g/|u|, and the energy falls by that amount per unit of distance moved along u.

```lean
/-- For a differentiable energy, the dot product of the net force with `u` equals `g` at every
configuration if and only if every common translation by `s • u` lowers the energy by `s * g`. -/
theorem netForce_component_const_iff (hE : Differentiable ℝ E) (u : Space) (g : ℝ) :
    (∀ x, inner ℝ (netForce E x) u = g) ↔
      ∀ (x : Config N) (s : ℝ), E (shift x (s • u)) = E x - s * g := by
  constructor
  · intro h x s
    obtain ⟨c, _, hc⟩ := energy_shift_eq_work hE x (s • u)
    rw [inner_smul_right, h] at hc
    linarith
  · intro h x
    -- compare the two expressions for the slope at zero translation
    have h1 := hasDerivAt_shift hE x u 0
    have h2 : HasDerivAt (fun s : ℝ => E x - s * g) (-g) 0 := by
      have h3 := ((hasDerivAt_id' (0 : ℝ)).mul_const g).const_sub (E x)
      rw [one_mul] at h3
      exact h3
    have h0 : shift x ((0 : ℝ) • u) = x := by
      funext i
      simp [shift]
    rw [show (fun s : ℝ => E (shift x (s • u))) = fun s => E x - s * g from
      funext (h x), h0] at h1
    exact neg_injective (h1.unique h2)
```

From left to right, the work formula is used with t = su, and `inner_smul_right` takes the factor s out of the dot product. From right to left, the function s ↦ E(x ⊕ su) equals s ↦ E(x) − s g. One expression has slope −F(x)·u at s = 0 and the other has slope −g, and `h1.unique h2` says that a function has only one derivative at a point.

Q: So the main theorem is the case g = 0?

A: In all directions at once. The left side below says that the sum of the forces is the zero vector at every x, and the right side that E(x ⊕ t) = E(x) for every x and t.

```lean
/-- For a differentiable energy, the forces sum to zero at every configuration if and only
if the energy is unchanged by every common translation of all atoms. -/
theorem netForce_zero_iff_translation_invariant (hE : Differentiable ℝ E) :
    (∀ x, ∑ i, force E x i = 0) ↔ ∀ (x : Config N) (t : Space), E (shift x t) = E x := by
  constructor
  · intro h x t
    have hz : ∀ y, inner ℝ (netForce E y) t = 0 := fun y => by
      rw [netForce, h y, inner_zero_left]
    have h1 := (netForce_component_const_iff hE t 0).1 hz x 1
    rwa [one_smul, mul_zero, sub_zero] at h1
  · intro h x
    refine ext_inner_right ℝ fun t => ?_
    rw [inner_zero_left]
    exact (netForce_component_const_iff hE t 0).2
      (fun y s => by rw [h, mul_zero, sub_zero]) x
```

For the forward direction, take u = t, g = 0 and s = 1. For the converse, the previous theorem gives F(x)·t = 0 for every t, and `ext_inner_right` concludes that F(x) is zero. By hand we chose t = F(x) for the same purpose.

Q: My sums are never exactly zero. Does a small residue tell me anything?

A: It does if the smallness holds everywhere. If |F(x)| ≤ ε at every configuration, the work formula and the Cauchy–Schwarz inequality give

|E(x ⊕ t) − E(x)| ≤ ε |t|.

With ε = 0.001 eV/Å, a common shift by 0.5 Å changes the energy by at most 0.0005 eV.

```lean
/-- If the net force of a differentiable energy never exceeds `ε` in magnitude, a common
translation by `t` changes the energy by at most `ε * ‖t‖`. -/
theorem energy_drift_le (hE : Differentiable ℝ E) {ε : ℝ}
    (hε : ∀ x, ‖netForce E x‖ ≤ ε) (x : Config N) (t : Space) :
    |E (shift x t) - E x| ≤ ε * ‖t‖ := by
  obtain ⟨s, _, h⟩ := energy_shift_eq_work hE x t
  rw [h, abs_neg]
  exact (abs_real_inner_le_norm _ _).trans
    (mul_le_mul_of_nonneg_right (hε _) (norm_nonneg t))
```

The bound ε is a hypothesis about all configurations, and a calculation at a single geometry supplies the net force at one of them. The forces in question are again exactly minus the gradients of E, without rounding or convergence errors.

Q: In practice I look at the sum at one geometry, often the relaxed one. Is that not good enough?

A: At a general geometry it can expose a violation, but it can't establish invariance. At a fully relaxed geometry it can hardly do even the first: every force has been brought close to zero there, so the sum is small whether or not the energy is invariant. For an example, put the atoms into a harmonic trap centred at the origin, in units where the energy is

T(x) = Σᵢ |xᵢ|².

```lean
/-- The energy of atoms in a harmonic trap centred at the origin. -/
def trap (x : Config N) : ℝ := ∑ i, ‖x i‖ ^ 2
```

Then Fᵢ(x) = −2xᵢ, so all forces vanish when every atom sits at the origin. Yet a common shift by t from there raises the energy from 0 to N|t|², which is positive for t ≠ 0 as soon as there is at least one atom. The hand formula F(x) = −2 Σᵢ xᵢ shows more: the net force vanishes at every configuration whose centroid is at the origin, and even that doesn't make the energy invariant.

Q: All atoms at one point is hardly a relaxed crystal.

A: No, and the trap has no interaction between the atoms at all. It serves only to show that the words "at every configuration" carry weight. The formal statement has three parts: the trap energy is differentiable, its net force is zero at the origin, and every nonzero common translation from there changes the energy. For the second part the proof doesn't compute −2xᵢ. It notes that the origin minimises T (`hmin`), so the derivative of T vanishes there, and the formula for F(x)·t makes the net force zero. For the third part it evaluates the shifted energy as N|t|² (`h1`) and checks that this is positive.

```lean
/-- For at least one atom, the harmonic trap is a differentiable energy whose net force
vanishes when all atoms sit at the origin, yet every nonzero common translation from there
changes the energy. -/
theorem single_configuration_insufficient (hN : 0 < N) :
    Differentiable ℝ (trap (N := N)) ∧ netForce (trap (N := N)) 0 = 0 ∧
      ∀ t : Space, t ≠ 0 → trap (shift (0 : Config N) t) ≠ trap (0 : Config N) := by
  have hd : Differentiable ℝ (trap (N := N)) := by
    unfold trap
    exact Differentiable.fun_sum fun i _ => (differentiable_apply i).norm_sq ℝ
  have h0 : trap (0 : Config N) = 0 := by simp [trap]
  refine ⟨hd, ?_, fun t ht => ?_⟩
  · -- the origin minimises the trap energy
    have hmin : IsLocalMin (trap (N := N)) 0 := Filter.Eventually.of_forall fun y => by
      rw [h0]
      exact Finset.sum_nonneg fun i _ => sq_nonneg _
    refine ext_inner_right ℝ fun t => ?_
    rw [inner_netForce hd, hmin.fderiv_eq_zero]
    simp
  · have h1 : trap (shift (0 : Config N) t) = N * ‖t‖ ^ 2 := by simp [trap, shift]
    have hN' : (0 : ℝ) < N := Nat.cast_pos.2 hN
    have ht' : 0 < ‖t‖ := norm_pos_iff.2 ht
    rw [h0, h1]
    positivity

end

end NetForceTranslation
```

```lean
#print axioms NetForceTranslation.netForce_zero_iff_translation_invariant
#print axioms NetForceTranslation.energy_drift_le
#print axioms NetForceTranslation.single_configuration_insufficient
```

```
'NetForceTranslation.netForce_zero_iff_translation_invariant' depends on axioms: [propext, Classical.choice, Quot.sound]
'NetForceTranslation.energy_drift_le' depends on axioms: [propext, Classical.choice, Quot.sound]
'NetForceTranslation.single_configuration_insufficient' depends on axioms: [propext, Classical.choice, Quot.sound]
```
